# Linear extrapolation overshoots a positive power-law time-step bias when the exponent exceeds one

Linear extrapolation is taken here to be a function of two data points: it returns the zero-step intercept of the straight line through them. The energies themselves follow a separate law, which need not be linear. For a time step $\tau>0$ that law is

$$E(\tau)=E_0+a\,\tau^p,$$

with a real exponent $p$ and an amplitude $a$. For $p>0$, $E_0$ is the limit of zero time step. In fixed-node diffusion Monte Carlo, with population-control bias neglected, this limit is the fixed-node energy, which in general differs from the exact ground-state energy. The term $a\tau^p$ stands for the leading bias of the short-time propagator. A single power is postulated, and the energies carry no statistical noise.

## The error and its sign

The line through $(t_1,E_1)$ and $(t_2,E_2)$, with $t_1\neq t_2$, meets the axis $t=0$ at

$$c=\frac{t_1E_2-t_2E_1}{t_1-t_2}.$$

Take $t_1=\tau$ and $t_2=\tau/r$ with a ratio $r>1$. Multiplying numerator and denominator by $r/\tau$ gives

$$c=\frac{r\,E(\tau/r)-E(\tau)}{r-1}.$$

In the numerator, $E_0$ appears with weight $r-1$, so it survives with weight one. Since $(\tau/r)^p=\tau^p r^{-p}$, the rest is

$$c-E_0=\frac{a\tau^p\,(r\cdot r^{-p}-1)}{r-1}=\frac{a\tau^p\,(r^{1-p}-1)}{r-1}.$$

For $r=4$ the intercept is $(4E(\tau/4)-E(\tau))/3$ and its error is $a\tau^p(4^{1-p}-1)/3$.

Let $a>0$. As $r>1$, the power $r^{1-p}$ is above one for $p<1$, equal to one for $p=1$ and below one for $p>1$. The error is therefore positive, zero and negative in these three cases. For $p>1$ the extrapolation goes past $E_0$ and ends below it, although both computed energies lie above it. For diffusion Monte Carlo practice this means that, under a noise-free single-power bias, a line drawn through two steps can report an energy below the fixed-node value.

## When extrapolation helps, and how to find the exponent

Let $a\neq0$ and $p>0$. The energy at the smaller step has error $a\tau^p/r^p$. With $K=a\tau^p/(r^p(r-1))$, the two errors are

$$c-E_0=K\,(r-r^p),\qquad E(\tau/r)-E_0=K\,(r-1).$$

Extrapolation is the better of the two exactly when $|r-r^p|<r-1$. Because $r^p>1$, the inequality $r-r^p<r-1$ always holds, and the condition that remains is $r^p-r<r-1$, or $r^p<2r-1$. For $r=4$ this reads $4^p<7$, so $p$ must be below about $1.40$. A quadratic bias fails the test: the extrapolated error is $-a\tau^2/4$, while the error at $\tau/4$ is $a\tau^2/16$, a factor of $-4$.

If $p$ is known, the weight $r$ can be replaced by $r^p$. The bias then cancels, because $r^pE(\tau/r)-E(\tau)=(r^p-1)E_0$.

If $p$ is unknown, a third step $\tau/r^2$ supplies it. The successive differences are

$$E(\tau)-E(\tau/r)=a\tau^p(1-r^{-p}),\qquad E(\tau/r)-E(\tau/r^2)=a\tau^p r^{-p}(1-r^{-p}).$$

Their quotient is $r^p$, and its logarithm to base $r$ is $p$.

**A quadratic example.** Let $E_0=-1$, $a=1$, $p=2$ and $\tau=0.4$ in arbitrary units. Then $E(0.4)=-0.84$ and $E(0.1)=-0.99$. Linear extrapolation gives $(-3.96+0.84)/3=-1.04$. Its error is $-0.04$, against $+0.01$ for the energy at the smaller step. A third energy, $E(0.025)=-0.999375$, gives the differences $0.15$ and $0.009375$, whose quotient is $16=4^2$. The exponent is thus $2$, and the corrected combination $(16\cdot(-0.99)+0.84)/15$ equals $-1$.

**A linear and a quadratic term together.** The intercept is linear in the energies, so the same calculation by hand applies to $E_0+a\tau+b\tau^2$. The linear term extrapolates without error and the quadratic one leaves $-b\tau^2/r$. The Lean development below treats only the single power.

## The energy law and the intercept in Lean

```lean
import Mathlib

noncomputable section

namespace TimeStepExtrapolation
```

The energy law is a function of four real numbers, and `τ ^ p` is a real power.

```lean
/-- Energy at time step `τ` when the time-step bias is a single power, `E0 + a τ^p`;
the domain is `τ > 0`. -/
def energy (E0 a p τ : ℝ) : ℝ := E0 + a * τ ^ p
```

The intercept is defined for arbitrary data and knows nothing of the energy law. The restrictions to positive and distinct steps appear as hypotheses of the theorems.

```lean
/-- Linear extrapolation to zero time step from the energies `E₁` at step `t₁` and `E₂` at
step `t₂`; the domain is `t₁ ≠ t₂`. -/
def linearIntercept (t₁ E₁ t₂ E₂ : ℝ) : ℝ := (t₁ * E₂ - t₂ * E₁) / (t₁ - t₂)
```

The first theorem justifies the name: if the data lie on the line $c+mt$, the formula returns $c$. Two points at different steps always lie on such a line. The proof multiplies by the non-zero difference `t₁ - t₂` and leaves the polynomial identity to `ring`.

```lean
/-- If a straight line `c + m t` passes through the data at two different time steps, linear
extrapolation returns its value `c` at zero time step. -/
theorem linearIntercept_of_line {t₁ t₂ : ℝ} (h : t₁ ≠ t₂) (c m : ℝ) :
    linearIntercept t₁ (c + m * t₁) t₂ (c + m * t₂) = c := by
  unfold linearIntercept
  rw [div_eq_iff (sub_ne_zero.mpr h)]
  ring
```

For steps $\tau\neq0$ and $\tau/4$ the intercept is the familiar combination in which the energy at $\tau/4$ has weight $4/3$ and the energy at $\tau$ has weight $-1/3$, whatever the two energies are.

```lean
/-- For a non-zero step `τ` and its quarter, linear extrapolation is the combination
`(4 E₂ - E₁) / 3`. -/
theorem linearIntercept_quarter {τ : ℝ} (hτ : τ ≠ 0) (E₁ E₂ : ℝ) :
    linearIntercept τ E₁ (τ / 4) E₂ = (4 * E₂ - E₁) / 3 := by
  have h : τ - τ / 4 ≠ 0 := by
    intro h
    apply hτ
    linarith
  unfold linearIntercept
  rw [div_eq_div_iff h (by norm_num)]
  ring
```

## The error formula and the three cases

The next theorem is the formula for $c-E_0$ with a general ratio $r>1$. It places no condition on $a$ or $p$. The step `hd` writes the distance between the time steps as $\tau(r-1)/r$. Then `Real.div_rpow` splits $(\tau/r)^p$ into $\tau^p/r^p$, and `Real.rpow_sub` turns $r^{1-p}$ into $r/r^p$. The two `generalize` lines replace $r^p$ and $\tau^p$ by plain variables $y$ and $x$, after which the claim is an identity between rational expressions.

```lean
/-- Error of linear extrapolation from the steps `τ > 0` and `τ / r`, with `r > 1`, when the
bias is `a τ^p`. -/
theorem linear_extrapolation_error (E0 a p : ℝ) {τ r : ℝ} (hτ : 0 < τ) (hr : 1 < r) :
    linearIntercept τ (energy E0 a p τ) (τ / r) (energy E0 a p (τ / r)) - E0
      = a * τ ^ p * (r ^ (1 - p) - 1) / (r - 1) := by
  have hr0 : 0 < r := by linarith
  have hrne : r ≠ 0 := hr0.ne'
  have hτne : τ ≠ 0 := hτ.ne'
  have hr1 : r - 1 ≠ 0 := by linarith
  have hy : r ^ p ≠ 0 := (Real.rpow_pos_of_pos hr0 p).ne'
  -- the distance between the two time steps
  have hd : τ - τ / r = τ * (r - 1) / r := by
    rw [eq_div_iff hrne, sub_mul, div_mul_cancel₀ _ hrne]
    ring
  unfold linearIntercept energy
  rw [hd, Real.div_rpow hτ.le hr0.le, Real.rpow_sub hr0, Real.rpow_one]
  generalize r ^ p = y at *
  generalize τ ^ p = x at *
  field_simp
  ring
```

The sign theorem assumes $a>0$ and states three implications, one for each range of $p$. Its proof rewrites the error by the formula above and notes that $a\tau^p$ and $r-1$ are positive. The sign of $r^{1-p}-1$ comes from `Real.one_lt_rpow` for a positive exponent and from `Real.rpow_lt_one_of_one_lt_of_neg` for a negative one.

```lean
/-- For a positive bias `a τ^p`, linear extrapolation from `τ > 0` and `τ / r`, with `r > 1`,
ends above `E0` if `p < 1`, at `E0` if `p = 1`, and below `E0` if `p > 1`. -/
theorem linear_extrapolation_sign (E0 p : ℝ) {a τ r : ℝ} (ha : 0 < a) (hτ : 0 < τ)
    (hr : 1 < r) :
    (p < 1 → 0 < linearIntercept τ (energy E0 a p τ) (τ / r) (energy E0 a p (τ / r)) - E0) ∧
    (p = 1 → linearIntercept τ (energy E0 a p τ) (τ / r) (energy E0 a p (τ / r)) - E0 = 0) ∧
    (1 < p → linearIntercept τ (energy E0 a p τ) (τ / r) (energy E0 a p (τ / r)) - E0 < 0) := by
  rw [linear_extrapolation_error E0 a p hτ hr]
  have hc : 0 < a * τ ^ p := mul_pos ha (Real.rpow_pos_of_pos hτ p)
  have hr1 : 0 < r - 1 := by linarith
  refine ⟨fun hp => ?_, fun hp => ?_, fun hp => ?_⟩
  · have h := Real.one_lt_rpow hr (show 0 < 1 - p by linarith)
    exact div_pos (mul_pos hc (by linarith)) hr1
  · rw [hp]
    simp
  · have h := Real.rpow_lt_one_of_one_lt_of_neg hr (show 1 - p < 0 by linarith)
    exact div_neg_of_neg_of_pos (mul_neg_of_pos_of_neg hc (by linarith)) hr1
```

Setting $r=4$ gives the error and its sign for the combination $(4E(\tau/4)-E(\tau))/3$. In the proof, `e` is the error formula and `s` the sign statement at this ratio, and `linearIntercept_quarter` brings both into the familiar form.

```lean
/-- Linear extrapolation from `τ` and `τ / 4` with `a, τ > 0`: the error is
`a τ^p (4^(1-p) - 1) / 3`, which is positive for `p < 1`, zero for `p = 1` and negative
for `p > 1`. -/
theorem quarter_step_extrapolation (E0 p : ℝ) {a τ : ℝ} (ha : 0 < a) (hτ : 0 < τ) :
    (4 * energy E0 a p (τ / 4) - energy E0 a p τ) / 3 - E0
      = a * τ ^ p * (4 ^ (1 - p) - 1) / 3 ∧
    (p < 1 → 0 < (4 * energy E0 a p (τ / 4) - energy E0 a p τ) / 3 - E0) ∧
    (p = 1 → (4 * energy E0 a p (τ / 4) - energy E0 a p τ) / 3 - E0 = 0) ∧
    (1 < p → (4 * energy E0 a p (τ / 4) - energy E0 a p τ) / 3 - E0 < 0) := by
  have h4 : (1 : ℝ) < 4 := by norm_num
  have e := linear_extrapolation_error E0 a p hτ h4
  have s := linear_extrapolation_sign E0 p ha hτ h4
  rw [linearIntercept_quarter hτ.ne', show (4 : ℝ) - 1 = 3 by norm_num] at e
  rw [linearIntercept_quarter hτ.ne'] at s
  exact ⟨e, s⟩
```

## Comparison with the energy at the smaller step

This theorem is an equivalence, so it also says when extrapolation fails to improve the result. The steps `h1` and `h2` are the two factorisations with $K$, and `hK` states that $|K|$ is positive, which allows it to be cancelled. What is left is $|r-y|<r-1$ with $y=r^p$. It is split by `abs_lt` into two inequalities, one of which follows from `hy1`, that is, $r^p>1$. Assuming only $p\ge 0$ would not be enough: at $p=0$ both errors equal $a$, yet $1<2r-1$ holds.

```lean
/-- For `a ≠ 0`, `p > 0`, `τ > 0` and `r > 1`, linear extrapolation is closer to `E0` than the
energy at the smaller step `τ / r` exactly when `r^p < 2 r - 1`. -/
theorem extrapolation_improves_iff (E0 : ℝ) {a p τ r : ℝ} (ha : a ≠ 0) (hp : 0 < p)
    (hτ : 0 < τ) (hr : 1 < r) :
    |linearIntercept τ (energy E0 a p τ) (τ / r) (energy E0 a p (τ / r)) - E0|
      < |energy E0 a p (τ / r) - E0| ↔ r ^ p < 2 * r - 1 := by
  have hr0 : 0 < r := by linarith
  have hr1 : 0 < r - 1 := by linarith
  have hr1' : r - 1 ≠ 0 := hr1.ne'
  have hy1 : 1 < r ^ p := Real.one_lt_rpow hr hp
  have hx : τ ^ p ≠ 0 := (Real.rpow_pos_of_pos hτ p).ne'
  rw [linear_extrapolation_error E0 a p hτ hr]
  unfold energy
  rw [Real.div_rpow hτ.le hr0.le, Real.rpow_sub hr0, Real.rpow_one]
  generalize r ^ p = y at *
  generalize τ ^ p = x at *
  have hy : y ≠ 0 := by linarith
  -- both errors share the factor K
  have hK : 0 < |a * x / (y * (r - 1))| :=
    abs_pos.mpr (div_ne_zero (mul_ne_zero ha hx) (mul_ne_zero hy hr1'))
  have h1 : a * x * (r / y - 1) / (r - 1) = a * x / (y * (r - 1)) * (r - y) := by
    field_simp
  have h2 : E0 + a * (x / y) - E0 = a * x / (y * (r - 1)) * (r - 1) := by
    rw [add_sub_cancel_left]
    field_simp
  rw [h1, h2, abs_mul, abs_mul, abs_of_pos hr1]
  constructor
  · intro h
    have h' := lt_of_mul_lt_mul_left h hK.le
    linarith [(abs_lt.mp h').1]
  · intro h
    exact mul_lt_mul_of_pos_left (abs_lt.mpr ⟨by linarith, by linarith⟩) hK
```

The factor of $-4$ for a quadratic bias is stated for the combination $(4E(\tau/4)-E(\tau))/3$, and in this form it needs no hypotheses; the combination is the linear intercept when $\tau\neq0$. Once the real power with exponent $2$ is rewritten as an ordinary square, it is a polynomial identity.

```lean
/-- For a quadratic bias, the combination `(4 E(τ/4) - E(τ)) / 3`, which for `τ ≠ 0` is linear
extrapolation from `τ` and `τ / 4`, has an error of `-4` times the error of the energy at `τ / 4`.
-/
theorem quadratic_bias_quarter_step (E0 a τ : ℝ) :
    (4 * energy E0 a 2 (τ / 4) - energy E0 a 2 τ) / 3 - E0
      = -4 * (energy E0 a 2 (τ / 4) - E0) := by
  simp only [energy, Real.rpow_two]
  ring
```

## Using and recovering the true exponent

With weight $r^p$ the extrapolation returns $E_0$. The condition $p>0$ makes the denominator $r^p-1$ positive. The step `h` is the cancellation $r^p\cdot\tau^p/r^p=\tau^p$, and `linear_combination` multiplies it by $a$ to remove the bias.

```lean
/-- Extrapolation with the true exponent `p > 0` from the steps `τ > 0` and `τ / r`, with
`r > 1`, gives `E0` exactly. -/
theorem power_extrapolation_exact (E0 a : ℝ) {p τ r : ℝ} (hp : 0 < p) (hτ : 0 < τ)
    (hr : 1 < r) :
    (r ^ p * energy E0 a p (τ / r) - energy E0 a p τ) / (r ^ p - 1) = E0 := by
  have hr0 : 0 < r := by linarith
  have hy1 : 1 < r ^ p := Real.one_lt_rpow hr hp
  have hy : r ^ p ≠ 0 := by linarith
  have h : r ^ p * (τ ^ p / r ^ p) = τ ^ p := by field_simp
  unfold energy
  rw [Real.div_rpow hτ.le hr0.le, div_eq_iff (by linarith)]
  linear_combination a * h
```

The last theorem has two parts. The first says that the energies at $\tau/r$ and $\tau/r^2$ differ, so the quotient in the second part has a non-zero denominator. The second says that the logarithm of this quotient to base $r$, written `Real.logb r`, is $p$. In the proof, `hs` evaluates $(\tau/r^2)^p$ by dividing by $r$ twice. Then `h2` computes the later difference, and `h1` shows that the earlier one is $r^p$ times as large. After the common factor is cancelled, `Real.logb_rpow` reads off the exponent. With sampled energies, both differences would carry statistical errors, which this model leaves out.

```lean
/-- For `a ≠ 0`, `p > 0`, `τ > 0` and `r > 1`, the energies at `τ / r` and `τ / r²` differ, and
the energies at `τ`, `τ / r` and `τ / r²` determine the exponent `p`. -/
theorem exponent_from_three_steps (E0 : ℝ) {a p τ r : ℝ} (ha : a ≠ 0) (hp : 0 < p)
    (hτ : 0 < τ) (hr : 1 < r) :
    energy E0 a p (τ / r) - energy E0 a p (τ / r ^ 2) ≠ 0 ∧
    Real.logb r ((energy E0 a p τ - energy E0 a p (τ / r)) /
      (energy E0 a p (τ / r) - energy E0 a p (τ / r ^ 2))) = p := by
  have hr0 : 0 < r := by linarith
  have hy1 : 1 < r ^ p := Real.one_lt_rpow hr hp
  have hy : r ^ p ≠ 0 := by linarith
  have hy' : r ^ p - 1 ≠ 0 := by linarith
  have hx : τ ^ p ≠ 0 := (Real.rpow_pos_of_pos hτ p).ne'
  have hs : (τ / r ^ 2) ^ p = τ ^ p / r ^ p / r ^ p := by
    rw [sq, ← div_div, Real.div_rpow (div_pos hτ hr0).le hr0.le, Real.div_rpow hτ.le hr0.le]
  -- successive energy differences form a geometric sequence with ratio r^p
  have h2 : energy E0 a p (τ / r) - energy E0 a p (τ / r ^ 2)
      = a * τ ^ p * (r ^ p - 1) / (r ^ p * r ^ p) := by
    unfold energy
    rw [hs, Real.div_rpow hτ.le hr0.le]
    generalize r ^ p = y at *
    generalize τ ^ p = x at *
    field_simp
    ring
  have h1 : energy E0 a p τ - energy E0 a p (τ / r)
      = r ^ p * (a * τ ^ p * (r ^ p - 1) / (r ^ p * r ^ p)) := by
    unfold energy
    rw [Real.div_rpow hτ.le hr0.le]
    generalize r ^ p = y at *
    generalize τ ^ p = x at *
    field_simp
    ring
  have hne : a * τ ^ p * (r ^ p - 1) / (r ^ p * r ^ p) ≠ 0 :=
    div_ne_zero (mul_ne_zero (mul_ne_zero ha hx) hy') (mul_ne_zero hy hy)
  rw [h1, h2]
  refine ⟨hne, ?_⟩
  rw [mul_div_assoc, div_self hne, mul_one]
  exact Real.logb_rpow hr0 hr.ne'

end TimeStepExtrapolation
```

```lean
#print axioms TimeStepExtrapolation.linear_extrapolation_sign
-- 'TimeStepExtrapolation.linear_extrapolation_sign' depends on axioms: [propext, Classical.choice, Quot.sound]
#print axioms TimeStepExtrapolation.quarter_step_extrapolation
-- 'TimeStepExtrapolation.quarter_step_extrapolation' depends on axioms: [propext, Classical.choice, Quot.sound]
#print axioms TimeStepExtrapolation.power_extrapolation_exact
-- 'TimeStepExtrapolation.power_extrapolation_exact' depends on axioms: [propext, Classical.choice, Quot.sound]
#print axioms TimeStepExtrapolation.exponent_from_three_steps
-- 'TimeStepExtrapolation.exponent_from_three_steps' depends on axioms: [propext, Classical.choice, Quot.sound]
```
